# The middle-eigenvalue criterion for stress-free coherent interfaces at small strain

Bond two crystal variants coherently, with no misfit dislocations, along a plane where their stress-free strains do not fit, and the bicrystal is stressed before any load is applied. In a simulation cell built this way, the elastic misfit energy enters the computed interface energy unless it is subtracted, for instance by taking equally strained bulk crystals as references. For some pairs of variants no choice of plane removes the misfit, so it helps to know which pairs these are before searching over orientations.

Let each variant sit at its own stress-free strain, measured from a common reference lattice and uniform up to the interface, and let $e$ be the difference of the two strains. Strains and rotations are small, so each strain is the symmetric part of a displacement gradient, and rigid rotations cost no stress. Let $H$ be the jump of the displacement gradient. If the displacement is continuous across the plane, its derivatives along the plane agree on both sides, so $Ht=0$ for every in-plane vector $t$. This step from a continuous field to a condition on $H$ is made here in words; the Lean code starts from the condition.

```lean
import Mathlib

open Matrix

namespace CoherentInterface

noncomputable section
```

For vectors $a,n$ write $S(a,n)=\tfrac12(an^T+na^T)$. In Lean this is `symDyad a n`, and `vecMulVec a n` is the matrix $an^T$.

```lean
/-- The symmetrised dyad `(a nᵀ + n aᵀ) / 2` of two vectors. -/
def symDyad (a n : Fin 3 → ℝ) : Matrix (Fin 3) (Fin 3) ℝ :=
  (1 / 2 : ℝ) • (vecMulVec a n + vecMulVec n a)
```

The hypothesis `he : e.IsHermitian` says that the real matrix $e$ is symmetric. Mathlib lists its eigenvalues as $\mu_0\ge\mu_1\ge\mu_2$ in `eigenvalues₀`. Set $\lambda_k=\mu_{2-k}$, written `principalStrain he k`. Indices run over 0, 1, 2, and many textbooks number principal strains in the opposite order.

A mistake to avoid is to write `he.eigenvalues 1` for the middle eigenvalue. That list is labelled through an arbitrary bijection, and its entry 1 need not be the middle one.

```lean
/-- The eigenvalues of a real symmetric strain, in increasing order with multiplicity;
index `1` is the middle one. -/
def principalStrain {e : Matrix (Fin 3) (Fin 3) ℝ} (he : e.IsHermitian) (k : Fin 3) : ℝ :=
  he.eigenvalues₀ (Fin.cast (Fintype.card_fin 3).symm k.rev)
```

The coherence condition reads as follows, with `⬝ᵥ` the dot product and `*ᵥ` the matrix acting on a vector.

```lean
/-- A jump `H` of the displacement gradient is coherent across the plane with normal `n`
if it annihilates every vector lying in the plane. -/
def IsCoherentJump (H : Matrix (Fin 3) (Fin 3) ℝ) (n : Fin 3 → ℝ) : Prop :=
  ∀ t : Fin 3 → ℝ, t ⬝ᵥ n = 0 → H *ᵥ t = 0
```

## (a) The form of a coherent jump

For a unit vector $n$, show that $H$ is coherent across the plane with normal $n$ exactly when, for some vector $a$,
$$H=an^T .$$

Let $\hat x_j$ be the $j$-th coordinate vector. Its projection $t=\hat x_j-n_jn$ lies in the plane, because $t\cdot n=n_j-n_j=0$. Then $Ht=0$ reads $H_{ij}=(Hn)_i\,n_j$, so $a=Hn$, the jump of the normal derivative of the displacement. Conversely, $an^Tt=a\,(n\cdot t)=0$ for every in-plane $t$.

In Lean, `ht` is the projection step, and the two `linear_combination` lines finish the two directions.

```lean
/-- Hadamard's condition: for a unit normal `n`, a jump of the displacement gradient is
coherent exactly when it is a dyad `a nᵀ`. -/
theorem isCoherentJump_iff (H : Matrix (Fin 3) (Fin 3) ℝ) {n : Fin 3 → ℝ}
    (hn : n ⬝ᵥ n = 1) : IsCoherentJump H n ↔ ∃ a, H = vecMulVec a n := by
  constructor
  · intro h
    refine ⟨H *ᵥ n, ?_⟩
    ext i j
    -- project the j-th coordinate vector onto the plane
    have ht : (Pi.single j 1 - n j • n) ⬝ᵥ n = 0 := by
      simp [sub_dotProduct, smul_dotProduct, hn]
    have h2 := congrFun (h _ ht) i
    simp only [Matrix.mulVec_sub, Matrix.mulVec_smul, Matrix.mulVec_single_one,
      Pi.sub_apply, Pi.smul_apply, Matrix.col_apply, smul_eq_mul, Pi.zero_apply] at h2
    rw [Matrix.vecMulVec_apply]
    linear_combination h2
  · rintro ⟨a, rfl⟩ t ht
    ext i
    simp only [Matrix.mulVec, dotProduct, Matrix.vecMulVec_apply, Fin.sum_univ_three,
      Pi.zero_apply] at ht ⊢
    linear_combination a i * ht
```

## (b) The order of the principal strains

Show that
$$\lambda_0\le\lambda_1\le\lambda_2 .$$

If $i\le j$, then $2-j\le 2-i$. Since the $\mu$ decrease, $\lambda_i=\mu_{2-i}\le\mu_{2-j}=\lambda_j$. `Monotone` states this for all pairs of indices.

```lean
/-- The principal strains are in increasing order. -/
theorem principalStrain_monotone {e : Matrix (Fin 3) (Fin 3) ℝ} (he : e.IsHermitian) :
    Monotone (principalStrain he) := by
  intro i j h
  apply he.eigenvalues₀_antitone
  exact Fin.rev_le_rev.mpr h
```

## (c) A principal frame

Find a real matrix $Q$ with
$$Q^TQ=1,\qquad e=Q\,\mathrm{diag}(\lambda_0,\lambda_1,\lambda_2)\,Q^T .$$

A real symmetric matrix has orthonormal eigenvectors $v_k$ with $ev_k=\lambda_kv_k$. Make them the columns of $Q$. Orthonormality is $Q^TQ=1$, and the eigenvalue equations together are $eQ=Q\,\mathrm{diag}(\lambda)$. Since $Q$ is square, $QQ^T=1$ as well, and multiplying on the right by $Q^T$ gives the claim. $Q$ may include a reflection, which does no harm below.

The bijection `τ` puts Mathlib's eigenvectors in the order of the $\lambda_k$; `hQ` and `hE` are the two matrix equations.

```lean
/-- A real symmetric strain is diagonal in an orthogonal frame `Q`, with the ordered
principal strains on the diagonal. -/
theorem exists_principal_frame {e : Matrix (Fin 3) (Fin 3) ℝ} (he : e.IsHermitian) :
    ∃ Q : Matrix (Fin 3) (Fin 3) ℝ,
      Qᵀ * Q = 1 ∧ e = Q * diagonal (principalStrain he) * Qᵀ := by
  -- relabel the eigenvectors so that their eigenvalues increase
  obtain ⟨τ, hτ⟩ : ∃ τ : Fin 3 ≃ Fin 3,
      ∀ k, he.eigenvalues (τ k) = principalStrain he k :=
    ⟨Fin.revPerm.trans ((finCongr (Fintype.card_fin 3).symm).trans
        (Fintype.equivOfCardEq (Fintype.card_fin _))),
      fun k => congrArg he.eigenvalues₀ (Equiv.symm_apply_apply _ _)⟩
  obtain ⟨Q, hQd⟩ : ∃ Q : Matrix (Fin 3) (Fin 3) ℝ,
      ∀ i k, Q i k = he.eigenvectorBasis (τ k) i := ⟨fun i k => _, fun _ _ => rfl⟩
  have hQ : Qᵀ * Q = 1 := by
    ext j k
    have h := orthonormal_iff_ite.mp
      (he.eigenvectorBasis.orthonormal.comp τ τ.injective) j k
    rw [Matrix.one_apply, ← h, Matrix.mul_apply, PiLp.inner_apply]
    refine Finset.sum_congr rfl fun i _ => ?_
    simp [hQd, mul_comm]
  have hE : e * Q = Q * diagonal (principalStrain he) := by
    ext i k
    have h := congrFun (he.mulVec_eigenvectorBasis (τ k)) i
    rw [hτ] at h
    rw [Matrix.mul_diagonal, Matrix.mul_apply]
    simp only [hQd]
    exact h.trans (mul_comm _ _)
  refine ⟨Q, hQ, ?_⟩
  rw [← hE, Matrix.mul_assoc, mul_eq_one_comm.mp hQ, Matrix.mul_one]
```

## (d) Three invariants

For $Q^TQ=1$, any real $l_0,l_1,l_2$ and $M=Q\,\mathrm{diag}(l)\,Q^T$, show that
$$\det M=l_0l_1l_2,\quad \mathrm{tr}\,M=l_0+l_1+l_2,\quad \mathrm{tr}\,M^2=l_0^2+l_1^2+l_2^2 .$$

The determinant is $(\det Q)^2\,l_0l_1l_2$, and $(\det Q)^2=\det(Q^TQ)=1$. For any $A$, cyclicity gives $\mathrm{tr}(QAQ^T)=\mathrm{tr}(Q^TQA)=\mathrm{tr}\,A$, which is `htr`. With $A=\mathrm{diag}(l)$ this is the second formula. In $M^2$ the inner factor $Q^TQ$ drops out, leaving $M^2=Q\,\mathrm{diag}(l)^2\,Q^T$ (`h2`), and the same trace rule gives the third.

```lean
/-- Determinant, trace and trace of the square of a strain that is diagonal in an orthogonal frame
`Q`, with entries `l` on the diagonal. -/
theorem invariants_of_frame {Q : Matrix (Fin 3) (Fin 3) ℝ} (hQ : Qᵀ * Q = 1)
    (l : Fin 3 → ℝ) :
    (Q * diagonal l * Qᵀ).det = l 0 * l 1 * l 2 ∧
    (Q * diagonal l * Qᵀ).trace = l 0 + l 1 + l 2 ∧
    ((Q * diagonal l * Qᵀ) * (Q * diagonal l * Qᵀ)).trace
      = l 0 ^ 2 + l 1 ^ 2 + l 2 ^ 2 := by
  have htr : ∀ A : Matrix (Fin 3) (Fin 3) ℝ, (Q * A * Qᵀ).trace = A.trace := by
    intro A
    rw [Matrix.trace_mul_comm, ← Matrix.mul_assoc, hQ, Matrix.one_mul]
  refine ⟨?_, ?_, ?_⟩
  · have h1 : Qᵀ.det * Q.det = 1 := by rw [← Matrix.det_mul, hQ, Matrix.det_one]
    rw [Matrix.det_mul, Matrix.det_mul, Matrix.det_diagonal, Fin.prod_univ_three]
    linear_combination (l 0 * l 1 * l 2) * h1
  · rw [htr, Matrix.trace_diagonal, Fin.sum_univ_three]
  · have h2 : (Q * diagonal l * Qᵀ) * (Q * diagonal l * Qᵀ)
        = Q * (diagonal l * diagonal l) * Qᵀ := by
      calc _ = Q * diagonal l * (Qᵀ * Q) * diagonal l * Qᵀ := by
            simp only [Matrix.mul_assoc]
        _ = _ := by rw [hQ, Matrix.mul_one, Matrix.mul_assoc Q]
    rw [h2, htr, Matrix.diagonal_mul_diagonal, Matrix.trace_diagonal, Fin.sum_univ_three]
    ring
```

## (e) A test without diagonalisation

Show that
$$\lambda_1=0\iff \det e=0\ \text{ and }\ (\mathrm{tr}\,e)^2\le\mathrm{tr}\,e^2 .$$

By (c) and (d), $\det e=\lambda_0\lambda_1\lambda_2$ and
$$(\mathrm{tr}\,e)^2-\mathrm{tr}\,e^2=2(\lambda_0\lambda_1+\lambda_0\lambda_2+\lambda_1\lambda_2).$$
If $\lambda_1=0$, the determinant vanishes and the difference is $2\lambda_0\lambda_2\le0$, because $\lambda_0\le0\le\lambda_2$.

Conversely, $\det e=0$ makes some $\lambda_k$ zero.

- If it is $\lambda_1$, nothing remains to show.
- If $\lambda_0=0$, the inequality gives $\lambda_1\lambda_2\le0$. Since $0\le\lambda_1\le\lambda_2$, we get $\lambda_1^2\le\lambda_1\lambda_2\le0$.
- If $\lambda_2=0$, it gives $\lambda_0\lambda_1\le0$. Since $\lambda_0\le\lambda_1\le0$, we get $\lambda_1^2\le\lambda_0\lambda_1\le0$.

In each case $\lambda_1=0$. The `rcases` lines make this split, and `nlinarith` receives the products of signed factors used above.

```lean
/-- Test without diagonalisation: the middle principal strain vanishes exactly when
`det e = 0` and `(tr e)² ≤ tr e²`. -/
theorem middle_eq_zero_iff_invariants {e : Matrix (Fin 3) (Fin 3) ℝ}
    (he : e.IsHermitian) :
    principalStrain he 1 = 0 ↔ e.det = 0 ∧ e.trace ^ 2 ≤ (e * e).trace := by
  obtain ⟨Q, hQ, hE⟩ := exists_principal_frame he
  obtain ⟨hd, ht, hs⟩ := invariants_of_frame hQ (principalStrain he)
  rw [← hE] at hd ht hs
  have h01 : principalStrain he 0 ≤ principalStrain he 1 :=
    principalStrain_monotone he (by decide)
  have h12 : principalStrain he 1 ≤ principalStrain he 2 :=
    principalStrain_monotone he (by decide)
  rw [hd, ht, hs]
  constructor
  · intro h
    rw [h] at h01 h12 ⊢
    exact ⟨by ring, by nlinarith [mul_nonneg (neg_nonneg.2 h01) h12]⟩
  · rintro ⟨hz, hi⟩
    -- one principal strain is zero; the inequality forces the middle one to be
    rcases mul_eq_zero.1 hz with h | h
    · rcases mul_eq_zero.1 h with h | h
      · rw [h] at h01 hi
        exact (pow_eq_zero_iff two_ne_zero).1 (le_antisymm
          (by nlinarith [mul_nonneg h01 (sub_nonneg.2 h12)]) (sq_nonneg _))
      · exact h
    · rw [h] at h12 hi
      exact (pow_eq_zero_iff two_ne_zero).1 (le_antisymm
        (by nlinarith [mul_nonneg (neg_nonneg.2 h12) (sub_nonneg.2 h01)]) (sq_nonneg _))
```

## (f) Invariants of a symmetrised dyad

For all vectors $a,n$ and $S=S(a,n)$, show that
$$\det S=0,\qquad (\mathrm{tr}\,S)^2\le\mathrm{tr}\,S^2 .$$

$S$ maps every vector into the span of $a$ and $n$, which has dimension at most two, so $\det S=0$. Next, $\mathrm{tr}\,S=a\cdot n$, and multiplying out gives $\mathrm{tr}\,S^2=\tfrac12\big[(a\cdot n)^2+|a|^2|n|^2\big]$. By Lagrange's identity,
$$\mathrm{tr}\,S^2-(\mathrm{tr}\,S)^2=\tfrac12\big[|a|^2|n|^2-(a\cdot n)^2\big]=\tfrac12|a\times n|^2\ge0 .$$

Lean expands the determinant in components instead of using the span. For the inequality it is given the squares of the three components of $a\times n$.

```lean
/-- Every symmetrised dyad `e` has `det e = 0` and `(tr e)² ≤ tr e²`. -/
theorem symDyad_invariants (a n : Fin 3 → ℝ) :
    (symDyad a n).det = 0 ∧
      (symDyad a n).trace ^ 2 ≤ (symDyad a n * symDyad a n).trace := by
  constructor
  · simp only [Matrix.det_fin_three, symDyad, Matrix.smul_apply, Matrix.add_apply,
      Matrix.vecMulVec_apply, smul_eq_mul]
    ring
  · simp only [Matrix.trace, Matrix.diag_apply, Matrix.mul_apply, Fin.sum_univ_three,
      symDyad, Matrix.smul_apply, Matrix.add_apply, Matrix.vecMulVec_apply, smul_eq_mul]
    -- Lagrange's identity: the difference is half the square of a × n
    nlinarith [sq_nonneg (a 0 * n 1 - a 1 * n 0), sq_nonneg (a 0 * n 2 - a 2 * n 0),
      sq_nonneg (a 1 * n 2 - a 2 * n 1)]
```

## (g) An explicit normal in the principal frame

For $x\le0\le y$, find $a$ and a unit vector $n$ with
$$\mathrm{diag}(x,0,y)=S(a,n).$$

If $y>x$, set $p=\sqrt{-x/(y-x)}$ and $q=\sqrt{y/(y-x)}$. If $y=x$, both are zero; set $p=1$, $q=0$. Either way
$$p^2+q^2=1,\quad (y-x)p^2=-x,\quad (y-x)q^2=y .$$
Take $n=(p,0,q)$ and $a=(y-x)(-p,0,q)$. The outer diagonal entries of $S(a,n)$ are $-(y-x)p^2=x$ and $(y-x)q^2=y$. The corner entries are $\tfrac12(y-x)(-pq+pq)=0$, and everything in the middle row and column vanishes.

The condition $y\ge0$ alone is not enough. For $x=y=1$ the matrix $\mathrm{diag}(1,0,1)$ has determinant zero, but its squared trace is 4 while the trace of its square is 2, so by (f) it is not a symmetrised dyad.

```lean
/-- A diagonal strain with entries `x ≤ 0`, `0` and `y ≥ 0` is a symmetrised dyad with a
unit normal. -/
theorem diagonal_eq_symDyad {x y : ℝ} (hx : x ≤ 0) (hy : 0 ≤ y) :
    ∃ a n : Fin 3 → ℝ, n ⬝ᵥ n = 1 ∧ diagonal ![x, 0, y] = symDyad a n := by
  -- components of the normal along the two strained axes
  obtain ⟨p, q, h1, hp, hq⟩ : ∃ p q : ℝ,
      p ^ 2 + q ^ 2 = 1 ∧ (y - x) * p ^ 2 = -x ∧ (y - x) * q ^ 2 = y := by
    rcases eq_or_lt_of_le (show 0 ≤ y - x by linarith) with h | h
    · exact ⟨1, 0, by norm_num, by linarith, by linarith⟩
    · have hne : y - x ≠ 0 := h.ne'
      refine ⟨√(-x / (y - x)), √(y / (y - x)), ?_⟩
      rw [Real.sq_sqrt (div_nonneg (neg_nonneg.2 hx) h.le),
        Real.sq_sqrt (div_nonneg hy h.le)]
      refine ⟨?_, by field_simp, by field_simp⟩
      rw [← add_div, div_eq_one_iff_eq hne]
      ring
  refine ⟨![-((y - x) * p), 0, (y - x) * q], ![p, 0, q], ?_, ?_⟩
  · simp [dotProduct, Fin.sum_univ_three]
    linear_combination h1
  · ext i j
    fin_cases i <;> fin_cases j <;> simp [symDyad] <;>
      first
        | ring1
        | linear_combination hp
        | linear_combination -hq
```

## (h) The criterion for the strain difference

For symmetric $e$, show that
$$e=S(a,n)\ \text{ for some } a \text{ and some unit } n\iff\lambda_1=0 .$$

If $e=S(a,n)$, then (f) supplies both conditions of (e), so $\lambda_1=0$. Conversely, let $\lambda_1=0$. By (b), $\lambda_0\le0\le\lambda_2$, so (g) gives $\mathrm{diag}(\lambda_0,0,\lambda_2)=S(a,n)$ with $|n|=1$. Then (c) yields
$$e=Q\,S(a,n)\,Q^T=S(Qa,Qn),$$
and $|Qn|^2=n^TQ^TQn=1$. The case $e=0$ is included, with $a=0$.

`hrot` is the rotation of the dyad, and the last `rw` checks the length of $Qn$.

```lean
/-- A real symmetric strain difference is `(a nᵀ + n aᵀ) / 2` for some vector `a` and unit
vector `n` if and only if its middle eigenvalue is zero. -/
theorem exists_symDyad_iff_middle_eq_zero {e : Matrix (Fin 3) (Fin 3) ℝ}
    (he : e.IsHermitian) :
    (∃ a n : Fin 3 → ℝ, n ⬝ᵥ n = 1 ∧ e = symDyad a n) ↔ principalStrain he 1 = 0 := by
  constructor
  · rintro ⟨a, n, _, h⟩
    exact (middle_eq_zero_iff_invariants he).2 (by rw [h]; exact symDyad_invariants a n)
  · intro h
    obtain ⟨Q, hQ, hE⟩ := exists_principal_frame he
    have h0 : principalStrain he 0 ≤ 0 := h ▸ principalStrain_monotone he (by decide)
    have h2 : 0 ≤ principalStrain he 2 := h ▸ principalStrain_monotone he (by decide)
    have hl : principalStrain he = ![principalStrain he 0, 0, principalStrain he 2] := by
      ext k
      fin_cases k <;> simp [h]
    obtain ⟨a, n, hn, hD⟩ := diagonal_eq_symDyad h0 h2
    -- rotate the dyad from the principal frame back to the laboratory frame
    have hrot : Q * symDyad a n * Qᵀ = symDyad (Q *ᵥ a) (Q *ᵥ n) := by
      ext i j
      simp only [symDyad, Matrix.mul_apply, Matrix.smul_apply, Matrix.add_apply,
        Matrix.vecMulVec_apply, Matrix.transpose_apply, Matrix.mulVec, dotProduct,
        Fin.sum_univ_three, smul_eq_mul]
      ring
    refine ⟨Q *ᵥ a, Q *ᵥ n, ?_, hE.trans (by rw [hl, hD, hrot])⟩
    rw [Matrix.dotProduct_mulVec, ← Matrix.mulVec_transpose, Matrix.mulVec_mulVec, hQ,
      Matrix.one_mulVec, hn]
```

## (i) The criterion for an interface

For symmetric $e$, show that a unit normal $n$ and a jump $H$ coherent across its plane exist with
$$e=\tfrac12(H+H^T)$$
exactly when $\lambda_1=0$.

By (a), the coherent jumps for $n$ are the matrices $H=an^T$, whose symmetric part is $S(a,n)$. The claim is therefore (h), and `hsym` is this identification.

Given relaxed unit cells from an electronic-structure calculation, and their correspondence to a common reference lattice from which both strains are measured, the criterion screens pairs of variants for a stress-free planar interface, within small strains, small rotations and uniform phases. Computed strains carry numerical error, so in practice $\lambda_1$ is compared with zero to within a tolerance. The criterion contains no elastic constants and does not give the energy of the interface.

```lean
/-- A real symmetric strain difference is the symmetric part of a displacement-gradient jump
coherent across some plane if and only if its middle eigenvalue is zero. -/
theorem exists_coherent_interface_iff {e : Matrix (Fin 3) (Fin 3) ℝ}
    (he : e.IsHermitian) :
    (∃ (n : Fin 3 → ℝ) (H : Matrix (Fin 3) (Fin 3) ℝ),
      n ⬝ᵥ n = 1 ∧ IsCoherentJump H n ∧ e = (1 / 2 : ℝ) • (H + Hᵀ)) ↔
      principalStrain he 1 = 0 := by
  have hsym : ∀ a n : Fin 3 → ℝ,
      symDyad a n = (1 / 2 : ℝ) • (vecMulVec a n + (vecMulVec a n)ᵀ) := by
    intro a n
    ext i j
    simp only [symDyad, Matrix.smul_apply, Matrix.add_apply, Matrix.transpose_apply,
      Matrix.vecMulVec_apply, smul_eq_mul]
    ring
  rw [← exists_symDyad_iff_middle_eq_zero he]
  constructor
  · rintro ⟨n, H, hn, hH, h⟩
    obtain ⟨a, ha⟩ := (isCoherentJump_iff H hn).1 hH
    exact ⟨a, n, hn, by rw [hsym, ← ha]; exact h⟩
  · rintro ⟨a, n, hn, h⟩
    exact ⟨n, vecMulVec a n, hn, (isCoherentJump_iff _ hn).2 ⟨a, rfl⟩, h.trans (hsym a n)⟩

end

end CoherentInterface
```

```lean
#print axioms CoherentInterface.exists_coherent_interface_iff
```

```
'CoherentInterface.exists_coherent_interface_iff' depends on axioms: [propext, Classical.choice, Quot.sound]
```
